# For states |v,l⟩ of the isotropic two-dimensional harmonic oscillator, v and |l| fix ⟨ρ⁴⟩

Take a linear molecule such as CO₂ and treat its bending vibration as harmonic. Let ρ be the distance of the bending displacement from the molecular axis, in units of √(ħ/(μω)), with μ the reduced mass and ω the harmonic frequency of the bend. Write |0,0⟩ for the ground state and |1,1⟩ for the state with one quantum of each sense of circular motion. Then

ρ²|0,0⟩ = |0,0⟩ + |1,1⟩.

A second ρ² brings the amplitude back to |0,0⟩ along two paths: stay and stay, or go up and come down. Each contributes 1, so ⟨ρ⁴⟩ = 2 in the ground state.

Excited bending levels contain several states with the same harmonic energy and different vibrational angular momentum l. A quartic term γρ⁴ in the potential, with γ a constant energy, can separate those that differ in |l|; the states l and −l keep the same energy. For a harmonic reference and to first order in γ, the shifts are γ⟨ρ⁴⟩, and the problems below compute this mean value by adding the contributions of the return paths.

## States, ladder operators and coordinates

The basis state |j,k⟩ has j quanta of one circular sense and k of the other. These letters are not the rotational quantum numbers J and K, and ρ is a dimensionless displacement, not the bending angle.

```lean
import Mathlib

open scoped ComplexConjugate

namespace QuarticBend

noncomputable section
```

A state is a finite combination of basis states with complex coefficients, that is, a finitely supported function on pairs of natural numbers. The Hilbert space would also contain infinite combinations, but none is needed for these mean values.

```lean
/-- States of the two-dimensional oscillator: finite combinations of the basis states `|j,k⟩`. -/
abbrev Space := (ℕ × ℕ) →₀ ℂ

/-- The basis state `|j,k⟩` with `j` and `k` circular quanta. -/
def ket (j k : ℕ) : Space := Finsupp.single (j, k) 1
```

The inner product is conjugate-linear on the left, as in Dirac notation.

```lean
/-- The inner product `⟨f|g⟩`, conjugate-linear in `f`. -/
def braket (f g : Space) : ℂ := f.sum fun p c => conj c * g p
```

The ladder operators are prescribed on basis states, with square-root coefficients, and extended linearly. `Module.End ℂ Space` is the type of linear operators on the states, and the product `*` is composition. The names `annA` and `creA` stand for a and a†, `annB` and `creB` for b and b†. The daggers are labels for these prescribed actions; no adjointness is used in what follows.

```lean
/-- The ladder coefficient `√n` as a complex number. -/
def root (n : ℕ) : ℂ := ((Real.sqrt (n : ℝ) : ℝ) : ℂ)

/-- The operator `a`, which removes a quantum of the first kind. -/
def annA : Module.End ℂ Space :=
  Finsupp.linearCombination ℂ fun p : ℕ × ℕ => root p.1 • ket (p.1 - 1) p.2

/-- The operator `a†`, which adds a quantum of the first kind. -/
def creA : Module.End ℂ Space :=
  Finsupp.linearCombination ℂ fun p : ℕ × ℕ => root (p.1 + 1) • ket (p.1 + 1) p.2

/-- The operator `b`, which removes a quantum of the second kind. -/
def annB : Module.End ℂ Space :=
  Finsupp.linearCombination ℂ fun p : ℕ × ℕ => root p.2 • ket p.1 (p.2 - 1)

/-- The operator `b†`, which adds a quantum of the second kind. -/
def creB : Module.End ℂ Space :=
  Finsupp.linearCombination ℂ fun p : ℕ × ℕ => root (p.2 + 1) • ket p.1 (p.2 + 1)
```

The subtraction in `p.1 - 1` is that of natural numbers, so 0 − 1 is 0. This does no harm, because the coefficient in front is then √0 = 0.

The operator ρ² is first written in ladder operators, and the Cartesian coordinates x and y are defined separately.

```lean
/-- The operator `ρ² = a†a + b†b + 1 + ab + a†b†`. -/
def rhoSq : Module.End ℂ Space :=
  creA * annA + creB * annB + 1 + annA * annB + creA * creB

/-- The dimensionless Cartesian coordinate `x = (a + a† + b + b†)/2`. -/
def coordX : Module.End ℂ Space := (1 / 2 : ℂ) • (annA + creA + annB + creB)

/-- The dimensionless Cartesian coordinate `y = i(a - a† - b + b†)/2`. -/
def coordY : Module.End ℂ Space := (Complex.I / 2) • (annA - creA - annB + creB)
```

## (a) The square of a ladder coefficient

**Task.** Show that for every natural number n

√n · √n = n,

with both sides read as complex numbers.

**Solution.** Since n ≥ 0, its real square root squares to n, and the embedding of the reals in the complex numbers respects products. The proof moves the product inside the embedding and applies the real identity.

```lean
/-- The ladder coefficient squares to the number of quanta. -/
theorem root_mul_self (n : ℕ) : root n * root n = (n : ℂ) := by
  unfold root
  rw [← Complex.ofReal_mul, Real.mul_self_sqrt (Nat.cast_nonneg n)]
  simp
```

## (b) An overlap reads off a coefficient

**Task.** Let g be any state, with coefficient g(j,k) on |j,k⟩. Show that

⟨j,k|g⟩ = g(j,k).

**Solution.** The inner product sums conj(c)·g(p) over the basis labels p present in the left state, where c is the coefficient there. The left state |j,k⟩ has the single coefficient 1, and conj(1) = 1, so one term g(j,k) remains. In particular |j,k⟩ has norm 1, and ⟨j,k|A|j,k⟩ is the mean value of an operator A with no further normalisation. In Lean, `Finsupp.sum_single_index` reduces the sum to that term.

```lean
/-- The overlap of `|j,k⟩` with a state is the coefficient of `|j,k⟩` in that state. -/
theorem braket_ket (j k : ℕ) (g : Space) : braket (ket j k) g = g (j, k) := by
  simp [braket, ket, Finsupp.sum_single_index]
```

## (c) Ladder operators on a basis state

**Task.** Show that

a|j,k⟩ = √j |j−1,k⟩
a†|j,k⟩ = √(j+1) |j+1,k⟩
b|j,k⟩ = √k |j,k−1⟩
b†|j,k⟩ = √(k+1) |j,k+1⟩.

**Solution.** Each operator acts on a general state by replacing every basis state with its prescribed image and keeping the coefficient. For |j,k⟩ there is one basis state, with coefficient 1, and its image is the right-hand side. The theorem joins the four equations by "and"; the proof splits them and evaluates each linear combination on a single basis state.

```lean
/-- The action of `a`, `a†`, `b` and `b†` on a basis state. -/
theorem ladder_ket (j k : ℕ) :
    annA (ket j k) = root j • ket (j - 1) k ∧
    creA (ket j k) = root (j + 1) • ket (j + 1) k ∧
    annB (ket j k) = root k • ket j (k - 1) ∧
    creB (ket j k) = root (k + 1) • ket j (k + 1) := by
  refine ⟨?_, ?_, ?_, ?_⟩ <;>
    simp [annA, creA, annB, creB, ket, Finsupp.linearCombination_single]
```

## (d) One application of ρ²

**Task.** Show that

ρ²|j,k⟩ = (j+k+1)|j,k⟩ + √j√k |j−1,k−1⟩ + √(j+1)√(k+1) |j+1,k+1⟩.

**Solution.** For j ≥ 1,

a†a|j,k⟩ = √j a†|j−1,k⟩ = √j√j |j,k⟩ = j|j,k⟩,

and for j = 0 both ends are zero. In the same way b†b|j,k⟩ = k|j,k⟩. Together with the 1 in ρ², these give the first term. The other two are

ab|j,k⟩ = √k a|j,k−1⟩ = √j√k |j−1,k−1⟩
a†b†|j,k⟩ = √(k+1) a†|j,k+1⟩ = √(j+1)√(k+1) |j+1,k+1⟩.

The steps `hA` and `hB` are the two number operators, with the same split into zero and nonzero quanta. The tactic `module` then collects the terms.

Every state on the right has the same difference j − k, so applying ρ² repeatedly never changes l = j − k. Within a level of fixed j + k, each l belongs to one basis state, and γρ⁴ is therefore diagonal there. This short argument, which is not stated as a theorem in the code, justifies using mean values as first-order shifts in a degenerate level.

```lean
/-- The action of `ρ²` on a basis state: it keeps the state or changes both kinds of
quanta together by one. -/
theorem rhoSq_ket (j k : ℕ) :
    rhoSq (ket j k) = ((j : ℂ) + k + 1) • ket j k
      + (root j * root k) • ket (j - 1) (k - 1)
      + (root (j + 1) * root (k + 1)) • ket (j + 1) (k + 1) := by
  have r0 : root 0 = 0 := by simp [root]
  -- the number operators are diagonal
  have hA : creA (annA (ket j k)) = (j : ℂ) • ket j k := by
    simp only [ladder_ket, map_smul, smul_smul]
    rcases j with _ | j
    · simp [r0]
    · rw [Nat.add_sub_cancel, root_mul_self]
  have hB : creB (annB (ket j k)) = (k : ℂ) • ket j k := by
    simp only [ladder_ket, map_smul, smul_smul]
    rcases k with _ | k
    · simp [r0]
    · rw [Nat.add_sub_cancel, root_mul_self]
  simp only [rhoSq, LinearMap.add_apply, Module.End.mul_apply, Module.End.one_apply]
  rw [hA, hB]
  simp only [ladder_ket, map_smul, smul_smul]
  module
```

## (e) The ladder expression is a squared distance

**Task.** Show that, as operators,

x² + y² = ρ².

**Solution.** From part (c), aa†|j,k⟩ = (j+1)|j,k⟩ while a†a|j,k⟩ = j|j,k⟩, and likewise for b. Also ab and ba have the same action on every basis state, as do a†b† and b†a†. Hence

aa† = a†a + 1, bb† = b†b + 1, ab = ba, a†b† = b†a†.

Put P = a + b† and Q = a† + b. Then x = (P + Q)/2 and y = i(P − Q)/2, so

x² + y² = [(P + Q)² − (P − Q)²]/4 = (PQ + QP)/2.

Multiplying out gives

PQ + QP = aa† + a†a + bb† + b†b + ab + ba + a†b† + b†a†
= 2(a†a + b†b + 1 + ab + a†b†)
= 2ρ².

In the proof, `ext'` says that two operators agreeing on all basis states are equal, and `h1` to `h4` are the four commutation relations. The step `gen` carries out the algebra in any complex algebra whose elements obey these relations. Its inner identity `key` is the difference of squares above, multiplied out without the names P and Q.

```lean
/-- The operator `ρ²` is the squared distance from the axis, `x² + y²`. -/
theorem rhoSq_eq_cartesian : coordX * coordX + coordY * coordY = rhoSq := by
  have r0 : root 0 = 0 := by simp [root]
  have ext' : ∀ A B : Module.End ℂ Space, (∀ j k, A (ket j k) = B (ket j k)) → A = B := by
    intro A B h
    refine Finsupp.lhom_ext fun p c => ?_
    have hp : (Finsupp.single p c : Space) = c • ket p.1 p.2 := by simp [ket]
    rw [hp, map_smul, map_smul, h]
  -- the commutation relations, checked on basis states
  obtain ⟨h1, h2⟩ : annA * creA = creA * annA + 1 ∧ annB * creB = creB * annB + 1 := by
    constructor <;> refine ext' _ _ fun j k => ?_ <;>
      simp only [LinearMap.add_apply, Module.End.mul_apply, Module.End.one_apply,
        ladder_ket, map_smul, smul_smul, root_mul_self, Nat.add_sub_cancel] <;>
      rcases j with _ | j <;> rcases k with _ | k <;> simp [r0, root_mul_self, add_smul]
  have h3 : annA * annB = annB * annA := by
    refine ext' _ _ fun j k => ?_
    simp only [Module.End.mul_apply, ladder_ket, map_smul, smul_smul]
    rw [mul_comm]
  have h4 : creA * creB = creB * creA := by
    refine ext' _ _ fun j k => ?_
    simp only [Module.End.mul_apply, ladder_ket, map_smul, smul_smul]
    rw [mul_comm]
  have c1 : (1 / 2 : ℂ) * (1 / 2) = 1 / 4 := by norm_num
  have c2 : Complex.I / 2 * (Complex.I / 2) = -(1 / 4) := by
    linear_combination (1 / 4 : ℂ) * Complex.I_mul_I
  -- the identity holds in any complex algebra with these commutation relations
  have gen : ∀ (R : Type) [Ring R] [Algebra ℂ R] (a a' b b' : R),
      a * a' = a' * a + 1 → b * b' = b' * b + 1 → a * b = b * a → a' * b' = b' * a' →
      ((1 / 2 : ℂ) • (a + a' + b + b')) * ((1 / 2 : ℂ) • (a + a' + b + b'))
        + ((Complex.I / 2) • (a - a' - b + b')) * ((Complex.I / 2) • (a - a' - b + b'))
        = a' * a + b' * b + 1 + a * b + a' * b' := by
    intro R _ _ a a' b b' g1 g2 g3 g4
    have key : (a + a' + b + b') * (a + a' + b + b') - (a - a' - b + b') * (a - a' - b + b')
        = (4 : ℂ) • (a' * a + b' * b + 1 + a * b + a' * b') := by
      have four : ∀ t : R, (4 : ℂ) • t = t + t + t + t := fun t => by module
      rw [four]
      linear_combination (norm := noncomm_ring) g1 + g1 + g2 + g2 - g3 - g3 - g4 - g4
    rw [smul_mul_smul_comm, smul_mul_smul_comm, c1, c2, neg_smul, ← sub_eq_add_neg,
      ← smul_sub, key]
    module
  exact gen (Module.End ℂ Space) annA creA annB creB h1 h2 h3 h4
```

## (f) The mean value of ρ⁴

**Task.** Let v = j + k be the total number of quanta and l = j − k the vibrational angular momentum in units of ħ. Show that

⟨j,k|ρ⁴|j,k⟩ = (3(v+1)² − l² + 1)/2.

**Solution.** Apply ρ² twice and keep the coefficient of |j,k⟩. By part (d) there are three return paths:

stay, stay: (j+k+1)²
down, up: (√j√k)² = jk
up, down: (√(j+1)√(k+1))² = (j+1)(k+1).

Their sum is

(v+1)² + jk + (j+1)(k+1) = (v+1)² + 2jk + v + 1.

Since v² − l² = (j+k)² − (j−k)² = 4jk, this equals

[2(v+1)² + v² − l² + 2v + 2]/2 = [3(v+1)² − l² + 1]/2,

where the last step uses v² + 2v + 2 = (v+1)² + 1. For v = l = 0 the value is 2, as found for the ground state.

In the theorem, v is a natural number and l an integer, so l may be negative. The hypotheses `hv` and `hl` only tie these two numbers to j and k. The operator ρ⁴ is `rhoSq ^ 2`. The auxiliary facts `same`, `down` and `up` are the coefficients for staying, descending and ascending, and `mid` is the complete down-and-up path, including the case where it is closed because j or k is zero. Part (b) turns the overlap into a coefficient, and `ring` does the final rewriting in v and l.

```lean
/-- The mean value of `ρ⁴` in the state `|j,k⟩` with `v = j + k` and `l = j - k` is
`(3(v + 1)² - l² + 1)/2`. -/
theorem quartic_expectation (j k v : ℕ) (l : ℤ) (hv : v = j + k) (hl : l = j - k) :
    braket (ket j k) ((rhoSq ^ 2) (ket j k))
      = (3 * ((v : ℂ) + 1) ^ 2 - (l : ℂ) ^ 2 + 1) / 2 := by
  have r0 : root 0 = 0 := by simp [root]
  have same : ∀ m n : ℕ, rhoSq (ket m n) (m, n) = (m : ℂ) + n + 1 := by
    intro m n
    rw [rhoSq_ket]
    rcases m with _ | m <;> rcases n with _ | n <;>
      simp [ket, r0]
  have down : ∀ m n : ℕ,
      rhoSq (ket (m + 1) (n + 1)) (m, n) = root (m + 1) * root (n + 1) := by
    intro m n
    rw [rhoSq_ket]
    simp [ket, Finsupp.single_apply]
    exact fun h => absurd h (by omega)
  have up : ∀ m n : ℕ,
      rhoSq (ket m n) (m + 1, n + 1) = root (m + 1) * root (n + 1) := by
    intro m n
    have hm : ¬(m - 1 = m + 1) := by omega
    rw [rhoSq_ket]
    simp [ket, hm]
  -- the path through the state with one quantum less of each kind
  have mid : root j * root k * rhoSq (ket (j - 1) (k - 1)) (j, k) = (j : ℂ) * k := by
    rcases j with _ | j
    · simp [r0]
    · rcases k with _ | k
      · simp [r0]
      · rw [Nat.add_sub_cancel, Nat.add_sub_cancel, up, mul_mul_mul_comm,
          root_mul_self, root_mul_self]
  rw [braket_ket, sq, Module.End.mul_apply, rhoSq_ket j k]
  simp only [map_add, map_smul, Finsupp.add_apply, Finsupp.smul_apply, smul_eq_mul]
  rw [mid, same, down, mul_mul_mul_comm, root_mul_self, root_mul_self, hv, hl]
  push_cast
  ring
```

## (g) The Δ and Σ states with two quanta

**Task.** For v = 2, the states |2,0⟩ and |0,2⟩ have l = ±2 and form the Δ pair, while |1,1⟩ has l = 0 and is the Σ state. Show that

⟨ρ⁴⟩ = 12 for Δ, ⟨ρ⁴⟩ = 14 for Σ.

**Solution.** Here 3(v+1)² = 27, so

Δ: (27 − 4 + 1)/2 = 12
Σ: (27 − 0 + 1)/2 = 14.

The proof inserts the three sets of quantum numbers into part (f) and evaluates. By part (d), all three states have ⟨ρ²⟩ = 3, so the quadratic potential does not distinguish them. The quartic term does: with γ > 0 it places Σ above Δ by 2γ to first order.

The same numbers show what the hypothesis on l does. Keep j = 2, k = 0 and v = 2, but put l = 0 in the formula: it returns 14, while the true mean value is 12. An l of the right size and parity for the given v is thus not enough; l² has to equal (j − k)². The sign of l has no effect.

The step from here to a measured splitting is the identification of γ⟨ρ⁴⟩ with the shift of a real bending level. In second-order vibrational perturbation theory (VPT2), cubic couplings to the stretching vibrations contribute at the same order as this quartic term, so 2γ is only one contribution to the Σ–Δ separation in a molecule. In CO₂ the Σ state also lies close to the state with one quantum of the symmetric stretch and mixes strongly with it (Fermi resonance), so that pair has to be treated separately from the second-order formula.

```lean
/-- For `v = 2` the mean value of `ρ⁴` is 12 in both states with `l = ±2` (Delta) and 14 in
the state with `l = 0` (Sigma). -/
theorem two_quanta :
    braket (ket 2 0) ((rhoSq ^ 2) (ket 2 0)) = 12 ∧
    braket (ket 0 2) ((rhoSq ^ 2) (ket 0 2)) = 12 ∧
    braket (ket 1 1) ((rhoSq ^ 2) (ket 1 1)) = 14 := by
  refine ⟨?_, ?_, ?_⟩
  · rw [quartic_expectation 2 0 2 2 (by norm_num) (by norm_num)]
    norm_num
  · rw [quartic_expectation 0 2 2 (-2) (by norm_num) (by norm_num)]
    norm_num
  · rw [quartic_expectation 1 1 2 0 (by norm_num) (by norm_num)]
    norm_num

end

end QuarticBend
```

```lean
#print axioms QuarticBend.rhoSq_eq_cartesian
#print axioms QuarticBend.two_quanta
```

```
'QuarticBend.rhoSq_eq_cartesian' depends on axioms: [propext, Classical.choice, Quot.sound]
'QuarticBend.two_quanta' depends on axioms: [propext, Classical.choice, Quot.sound]
```
